# Breathing and bending Raman tensors of four tetrahedral bonds in the bond-polarizability model

## One bond, stretched or turned

Vibrational Raman scattering depends on how the polarizability changes as the nuclei move. Take a single bond of length r along z, with mean polarizability a(r) and anisotropy g(r), the polarizability along the bond minus that across it. Its tensor is

α = diag(a − g/3, a − g/3, a + 2g/3).

Stretching the bond changes both a and g. Turning it towards x at angular rate ω changes only the xz and zx entries, each at the rate gω. The trace stays at 3a, so turning gives a traceless tensor that doesn't contain a.

With four bonds in a tetrahedron, as in methane, a second effect appears: when all bonds stretch together, their anisotropic changes cancel.

## Four bonds and two kinds of motion

Number the bonds b = 0, 1, 2, 3, with lengths r_b and directions u_b. The model adds their contributions:

α = Σ_b [a(r_b) 1 + g(r_b)(u_b u_bᵀ − 1/3)],

where 1/3 inside the bracket means one third of the unit matrix. The results are:

- **Breathing.** For tetrahedral directions and common length r, α = 4a(r) 1, with derivative 4a′(r) 1 in r.
- **Bending.** At fixed common length, let the directions depend on a parameter t, which may be time or a bending coordinate, and let v_b be their derivatives, called velocities here. Then α′ = g(r) Σ_b (v_b u_bᵀ + u_b v_bᵀ). This is traceless if the directions remain unit vectors, tetrahedral or not.

In Lean, `polarizability a g r u` is this sum. `IsTetrahedral u` says that u_b·u_c is 1 for b = c and −1/3 otherwise, in any orientation. `HasDerivAt a a' r` says that `a` has derivative `a'` at `r`, so `a'` is a number. Tensor derivatives are stated entry by entry. `bendingTensor` has no argument `a`, which expresses the independence from a.

For a symmetric Raman tensor A, the file defines

γ² = (3 tr A² − (tr A)²)/2,
I_∥ = 45 (tr A/3)² + 4γ²,
I_⊥ = 3γ².

For linearly polarized incident light, these are the usual orientation-averaged intensities of scattered light polarized parallel (∥) and perpendicular (⊥) to the incident polarization, up to a common factor; the average itself is not derived. Textbooks often write a for tr A/3, whereas here a belongs to one bond.

Applying the model to a real molecule assumes that the four bonds are of the same kind, that their contributions add, and that each bond's tensor is symmetric about the bond and depends only on that bond's length and direction. Motions that mix bending with unequal stretching, as the triply degenerate modes of methane do, fall under neither result.

## Why the anisotropies cancel

Let P = Σ_b u_b u_bᵀ. Its squared distance from (4/3) 1 contains only scalar products:

Σ_ij (P_ij − (4/3)δ_ij)²
= Σ_bc (u_b·u_c)² − (8/3) Σ_b u_b·u_b + 16/3
= (4 + 12/9) − 32/3 + 16/3
= 0.

Hence P = (4/3) 1, and at common length

α = 4a 1 + g(P − (4/3) 1) = 4a 1.

This holds for every r, so differentiation gives 4a′ 1 even if g is not differentiable.

For bending, a and g are constants:

α(t) = (4a − 4g/3) 1 + g Σ_b u_b u_bᵀ.

The product rule gives the stated tensor. For unit vectors each bond has trace 3a + g(u_b·u_b − 1) = 3a. The total trace is therefore constant and its derivative is zero.

For breathing, tr A = 12a′ and tr A² = 48a′². Thus γ² = 0, I_⊥ = 0 and I_∥ = 45(4a′)² = 720a′². For bending, tr A = 0 leaves I_∥ = 4γ² and I_⊥ = 3γ², so I_⊥ = (3/4) I_∥. If the bending tensor vanishes, as in a rigid rotation of the tetrahedron, both intensities are zero and no ratio is defined.

## A bend with numbers

Take the cube-corner directions

u_0 = (1, 1, 1)/√3, u_1 = (1, −1, −1)/√3,
u_2 = (−1, 1, −1)/√3, u_3 = (−1, −1, 1)/√3,

and let v_b = D u_b with D = diag(1, −1, 0). Each v_b is perpendicular to u_b. Since P = (4/3) 1,

α′ = g(DP + PD) = (8g/3) D.

For g = 3/8 this is diag(1, −1, 0), with trace 0 and tr A² = 2. Then γ² = 3, I_∥ = 12 and I_⊥ = 9.

## From bond length to normal coordinate

Away from electronic resonance, and with harmonic vibrations and a polarizability linear in the displacements, the intensity of a fundamental Raman line follows from the polarizability derivative with respect to its mass-weighted normal coordinate Q, together with factors that depend on frequency and temperature. For a degenerate vibration, the orientation-averaged intensities of its normal coordinates add. In the breathing mode the central atom is at rest and four outer atoms of mass m move by δr, so Q = 2√m δr. The additive four-bond model then gives

∂α/∂Q = (2a′/√m) 1.

The trace and γ² of this tensor are then inserted into I_∥ and I_⊥. Since γ² = 0, the breathing line of the model appears only in the parallel spectrum, provided that a′ ≠ 0.

## The Lean file

```lean
import Mathlib

open Matrix

namespace BondPolarizabilityRaman

noncomputable section

/-- Bond-polarizability model for four bonds with lengths `r b` and directions `u b`:
each bond adds an isotropic part `a` and an anisotropic part `g` along its direction. -/
def polarizability (a g : ℝ → ℝ) (r : Fin 4 → ℝ) (u : Fin 4 → Fin 3 → ℝ) :
    Matrix (Fin 3) (Fin 3) ℝ :=
  ∑ b, (a (r b) • (1 : Matrix (Fin 3) (Fin 3) ℝ) +
    g (r b) • (vecMulVec (u b) (u b) - (1 / 3 : ℝ) • (1 : Matrix (Fin 3) (Fin 3) ℝ)))

/-- Four unit vectors are tetrahedral if any two different ones have scalar product `-1/3`. -/
def IsTetrahedral (u : Fin 4 → Fin 3 → ℝ) : Prop :=
  ∀ b c, u b ⬝ᵥ u c = if b = c then 1 else -1 / 3

/-- The tensor `g ∑ (v uᵀ + u vᵀ)` built from bond directions `u` and their velocities `v`. -/
def bendingTensor (g : ℝ) (u v : Fin 4 → Fin 3 → ℝ) : Matrix (Fin 3) (Fin 3) ℝ :=
  g • ∑ b, (vecMulVec (v b) (u b) + vecMulVec (u b) (v b))

/-- The squared anisotropy of a symmetric Raman tensor, written with traces. -/
def anisotropySq (A : Matrix (Fin 3) (Fin 3) ℝ) : ℝ :=
  (3 * (A * A).trace - A.trace ^ 2) / 2

/-- Intensity of Raman light polarized parallel to the incident polarization, for a symmetric Raman
tensor averaged over orientations, up to a factor shared with `perpIntensity`. -/
def parallelIntensity (A : Matrix (Fin 3) (Fin 3) ℝ) : ℝ :=
  45 * (A.trace / 3) ^ 2 + 4 * anisotropySq A

/-- Intensity of Raman light polarized perpendicular to the incident polarization, for a symmetric
Raman tensor averaged over orientations, up to a factor shared with `parallelIntensity`. -/
def perpIntensity (A : Matrix (Fin 3) (Fin 3) ℝ) : ℝ :=
  3 * anisotropySq A

/-- Four alternate corners of a cube, seen from its centre, give tetrahedral directions. -/
theorem isTetrahedral_witness :
    IsTetrahedral (fun b i =>
      (!![1, 1, 1; 1, -1, -1; -1, 1, -1; -1, -1, 1] : Matrix (Fin 4) (Fin 3) ℝ) b i / √3) := by
  have key : ∀ x y : ℝ, x / √3 * (y / √3) = x * y / 3 := by
    intro x y
    rw [div_mul_div_comm, Real.mul_self_sqrt (by norm_num)]
  intro b c
  simp only [dotProduct, Fin.sum_univ_three, key]
  fin_cases b <;> fin_cases c <;> simp <;> norm_num

/-- For tetrahedral directions the sum of the bond projectors is isotropic:
`∑ u uᵀ = (4/3) 1`. -/
theorem sum_projectors {u : Fin 4 → Fin 3 → ℝ} (h : IsTetrahedral u) :
    ∑ b, vecMulVec (u b) (u b) = (4 / 3 : ℝ) • (1 : Matrix (Fin 3) (Fin 3) ℝ) := by
  have h' : ∀ b c, u b ⬝ᵥ u c = if b = c then 1 else -1 / 3 := h
  -- the squared distance from the isotropic tensor depends only on scalar products
  have hd : ∑ i, ∑ j, ((∑ b, u b i * u b j) - if i = j then (4 / 3 : ℝ) else 0) ^ 2
      = (∑ b, ∑ c, (u b ⬝ᵥ u c) ^ 2) - 8 / 3 * (∑ b, u b ⬝ᵥ u b) + 16 / 3 := by
    simp only [dotProduct, Fin.sum_univ_three, Fin.sum_univ_four, Fin.isValue,
      Fin.reduceEq, reduceIte]
    ring
  have h0 : ∑ i, ∑ j, ((∑ b, u b i * u b j) - if i = j then (4 / 3 : ℝ) else 0) ^ 2 = 0 := by
    rw [hd]
    simp only [h', Fin.sum_univ_four, Fin.isValue, Fin.reduceEq, reduceIte]
    norm_num
  -- a vanishing sum of squares has vanishing terms
  ext i j
  have hi := (Finset.sum_eq_zero_iff_of_nonneg
    (fun i _ => Finset.sum_nonneg (fun j _ => sq_nonneg _))).1 h0 i (Finset.mem_univ i)
  have hj := (Finset.sum_eq_zero_iff_of_nonneg
    (fun j _ => sq_nonneg _)).1 hi j (Finset.mem_univ j)
  have hij := pow_eq_zero_iff (two_ne_zero) |>.1 hj
  rw [Matrix.sum_apply]
  simp only [vecMulVec_apply, Matrix.smul_apply, Matrix.one_apply, smul_eq_mul,
    mul_ite, mul_one, mul_zero]
  linarith

/-- With tetrahedral directions and a common bond length `r`, the polarizability is
`4 a(r) 1`. -/
theorem polarizability_tetrahedral (a g : ℝ → ℝ) (r : ℝ) {u : Fin 4 → Fin 3 → ℝ}
    (h : IsTetrahedral u) :
    polarizability a g (fun _ => r) u = (4 * a r) • (1 : Matrix (Fin 3) (Fin 3) ℝ) := by
  have hs := sum_projectors h
  simp only [polarizability, Fin.sum_univ_four] at hs ⊢
  linear_combination (norm := module) (g r) • hs

/-- Breathing motion: if `a` is differentiable at `r`, the polarizability of four tetrahedral
bonds of common length has the derivative `4 a'(r) 1` with respect to that length. -/
theorem breathing_derivative (a g : ℝ → ℝ) {a' r : ℝ} {u : Fin 4 → Fin 3 → ℝ}
    (h : IsTetrahedral u) (ha : HasDerivAt a a' r) (i j : Fin 3) :
    HasDerivAt (fun s => polarizability a g (fun _ => s) u i j)
      (((4 * a') • (1 : Matrix (Fin 3) (Fin 3) ℝ)) i j) r := by
  simp only [polarizability_tetrahedral a g _ h, Matrix.smul_apply, smul_eq_mul]
  exact (ha.const_mul 4).mul_const _

/-- For unit bond directions the trace of the polarizability is `3 ∑ a(r_b)`. -/
theorem trace_polarizability (a g : ℝ → ℝ) (r : Fin 4 → ℝ) (u : Fin 4 → Fin 3 → ℝ)
    (hu : ∀ b, u b ⬝ᵥ u b = 1) :
    (polarizability a g r u).trace = 3 * ∑ b, a (r b) := by
  rw [polarizability, Matrix.trace_sum, Finset.mul_sum]
  refine Finset.sum_congr rfl fun b _ => ?_
  have hb := hu b
  simp only [dotProduct, Fin.sum_univ_three] at hb
  simp only [Matrix.trace_fin_three, Matrix.add_apply, Matrix.smul_apply, Matrix.sub_apply,
    vecMulVec_apply, Matrix.one_apply_eq, smul_eq_mul]
  linear_combination g (r b) * hb

/-- Bending motion: at fixed common bond length and for differentiable directions, the
polarizability changes at the rate `g(r) ∑ (u' uᵀ + u u'ᵀ)`, whatever the function `a`. -/
theorem bending_derivative (a g : ℝ → ℝ) (r : ℝ) {t : ℝ} {u : ℝ → Fin 4 → Fin 3 → ℝ}
    {v : Fin 4 → Fin 3 → ℝ} (hv : ∀ b i, HasDerivAt (fun s => u s b i) (v b i) t)
    (i j : Fin 3) :
    HasDerivAt (fun s => polarizability a g (fun _ => r) (u s) i j)
      (bendingTensor (g r) (u t) v i j) t := by
  -- product rule for each bond
  have hb := fun b => (hv b i).fun_mul (hv b j)
  have h := ((((hb 0).fun_add (hb 1)).fun_add (hb 2)).fun_add (hb 3)).const_mul (g r)
  have h' := h.const_add ((4 * a r - 4 / 3 * g r) * (1 : Matrix (Fin 3) (Fin 3) ℝ) i j)
  refine (h'.congr_deriv ?_).congr_of_eventuallyEq (Filter.Eventually.of_forall fun s => ?_)
  · simp only [bendingTensor, Fin.sum_univ_four, Matrix.add_apply, Matrix.smul_apply,
      vecMulVec_apply, smul_eq_mul]
  · simp only [polarizability, Fin.sum_univ_four, Matrix.add_apply, Matrix.smul_apply,
      Matrix.sub_apply, vecMulVec_apply, smul_eq_mul]
    ring

/-- If the bond directions are differentiable at `t` and remain unit vectors at all times, the
bending tensor at `t` is traceless. -/
theorem bending_traceless (g : ℝ) {t : ℝ} {u : ℝ → Fin 4 → Fin 3 → ℝ}
    {v : Fin 4 → Fin 3 → ℝ} (hv : ∀ b i, HasDerivAt (fun s => u s b i) (v b i) t)
    (hu : ∀ s b, u s b ⬝ᵥ u s b = 1) :
    (bendingTensor g (u t) v).trace = 0 := by
  have d := bending_derivative (fun _ => 0) (fun _ => g) 0 hv
  have h3 := ((d 0 0).fun_add (d 1 1)).fun_add (d 2 2)
  -- the trace of the polarizability stays constant during the motion
  have hc : (fun s => polarizability (fun _ => 0) (fun _ => g) (fun _ => 0) (u s) 0 0
      + polarizability (fun _ => 0) (fun _ => g) (fun _ => 0) (u s) 1 1
      + polarizability (fun _ => 0) (fun _ => g) (fun _ => 0) (u s) 2 2)
      = fun _ => 3 * ∑ _b : Fin 4, (0 : ℝ) := by
    funext s
    rw [← Matrix.trace_fin_three]
    exact trace_polarizability _ _ _ _ (hu s)
  rw [hc] at h3
  rw [Matrix.trace_fin_three]
  exact h3.unique (hasDerivAt_const t _)

/-- The breathing tensor `4 a' 1` scatters no perpendicular intensity, and its parallel
intensity is `720 a'²` in the units of `parallelIntensity`. -/
theorem breathing_intensities (a' : ℝ) :
    perpIntensity ((4 * a') • (1 : Matrix (Fin 3) (Fin 3) ℝ)) = 0 ∧
    parallelIntensity ((4 * a') • (1 : Matrix (Fin 3) (Fin 3) ℝ)) = 720 * a' ^ 2 := by
  constructor <;>
    simp only [perpIntensity, parallelIntensity, anisotropySq,
      Matrix.mul_smul, Matrix.mul_one, Matrix.trace_smul, Matrix.trace_one,
      Fintype.card_fin, smul_eq_mul] <;>
    push_cast <;> ring

/-- For differentiable bond directions that remain unit vectors, the perpendicular Raman
intensity of the bending tensor is three quarters of the parallel one. -/
theorem bending_intensities (g : ℝ) {t : ℝ} {u : ℝ → Fin 4 → Fin 3 → ℝ}
    {v : Fin 4 → Fin 3 → ℝ} (hv : ∀ b i, HasDerivAt (fun s => u s b i) (v b i) t)
    (hu : ∀ s b, u s b ⬝ᵥ u s b = 1) :
    perpIntensity (bendingTensor g (u t) v)
      = 3 / 4 * parallelIntensity (bendingTensor g (u t) v) := by
  rw [perpIntensity, parallelIntensity, bending_traceless g hv hu]
  ring

end

end BondPolarizabilityRaman
```

```lean
#print axioms BondPolarizabilityRaman.breathing_derivative
#print axioms BondPolarizabilityRaman.breathing_intensities
#print axioms BondPolarizabilityRaman.bending_intensities
```

```
'BondPolarizabilityRaman.breathing_derivative' depends on axioms: [propext, Classical.choice, Quot.sound]
'BondPolarizabilityRaman.breathing_intensities' depends on axioms: [propext, Classical.choice, Quot.sound]
'BondPolarizabilityRaman.bending_intensities' depends on axioms: [propext, Classical.choice, Quot.sound]
```

## From scalar products to intensities in Lean

`isTetrahedral_witness` checks all sixteen scalar products of the cube-corner directions.

`sum_projectors` follows the distance argument. Its step `hd` expands the squares into scalar products, and `h0` inserts the tetrahedral values. A sum of nonnegative terms that vanishes has only zero terms; applying this to rows and then to columns gives every entry of P.

`polarizability_tetrahedral` multiplies that identity by `g r` and adds the isotropic parts. `breathing_derivative` first replaces the polarizability by 4a(s) 1 for every length s, so only `a` is differentiated.

`bending_derivative` applies the product rule to each bond, adds the four results and multiplies by `g r`. The constant (4a − 4g/3) 1 is then added, and the remaining goals match the function and its derivative to the definitions.

`trace_polarizability` does the trace calculation bond by bond. `bending_traceless` uses it with a set to zero, which is allowed because the bending tensor doesn't depend on a. The trace then has two derivatives at t, the trace of the bending tensor and zero, and uniqueness of derivatives equates them.

`breathing_intensities` evaluates the traces of a multiple of the unit matrix. `bending_intensities` unfolds both intensities and inserts the zero trace into the parallel one, which leaves 3γ² and 4γ² to compare.
